# A plane at the weighted mean height reproduces layered inverse-cube attraction through inverse fourth-power order

Take an atom at height z above two planes at heights a and −a, each standing for the surface of a half-space of matter, with energy −1/(z − a)³ − 1/(z + a)³. Far away both contributions start with −1/z³, and their next terms, −3a/z⁴ and +3a/z⁴, cancel, so a single plane of weight 2 at height 0 gives the same energy through order 1/z⁴.

```lean
import Mathlib

open Filter Topology

namespace DispersionReferencePlane

noncomputable section

variable {ι : Type*} [Fintype ι]

/-- Dispersion energy of an atom at height `z` above planes at heights `d i` with weights `w i`,
each contributing `-w i` over the cube of the distance; the model is meant for `z` above every
`d i`. -/
def layeredEnergy (w d : ι → ℝ) (z : ℝ) : ℝ := -∑ i, w i / (z - d i) ^ 3

/-- Dispersion energy of an atom at height `z` above a single effective plane at height `z₀` with
coefficient `C`; the model is meant for `z > z₀`. -/
def planeEnergy (C z₀ z : ℝ) : ℝ := -(C / (z - z₀) ^ 3)

/-- The reference plane: the weighted mean height of the planes, for nonzero total weight. -/
def referencePlane (w d : ι → ℝ) : ℝ := (∑ i, w i * d i) / ∑ i, w i

/-- The single-plane energy minus the layered energy is a weighted sum of differences of
inverse cubes, when the single plane carries the total weight. -/
theorem energy_difference (w d : ι → ℝ) (z₀ z : ℝ) :
    planeEnergy (∑ i, w i) z₀ z - layeredEnergy w d z
      = ∑ i, w i * (1 / (z - d i) ^ 3 - 1 / (z - z₀) ^ 3) := by
  unfold planeEnergy layeredEnergy
  rw [neg_sub_neg, Finset.sum_div, ← Finset.sum_sub_distrib]
  exact Finset.sum_congr rfl fun i _ => by ring

/-- Far from a plane at height `d`, the inverse-cube law has the inverse fifth-power
coefficient `6 d²` once its inverse third- and fourth-power terms are removed. -/
theorem inverse_cube_fifth_order (d : ℝ) :
    Tendsto (fun z : ℝ => z ^ 5 * (1 / (z - d) ^ 3 - 1 / z ^ 3 - 3 * d / z ^ 4))
      atTop (𝓝 (6 * d ^ 2)) := by
  -- in the variable u = 1/z the expression is continuous at u = 0
  have hc : ContinuousAt
      (fun u : ℝ => d ^ 2 * (6 - 8 * (d * u) + 3 * (d * u) ^ 2) / (1 - d * u) ^ 3) 0 := by
    apply ContinuousAt.div
    · fun_prop
    · fun_prop
    · simp
  have e : d ^ 2 * (6 - 8 * (d * 0) + 3 * (d * 0) ^ 2) / (1 - d * 0) ^ 3 = 6 * d ^ 2 := by
    ring
  have h : Tendsto (fun z : ℝ =>
      d ^ 2 * (6 - 8 * (d * z⁻¹) + 3 * (d * z⁻¹) ^ 2) / (1 - d * z⁻¹) ^ 3)
      atTop (𝓝 (6 * d ^ 2)) := by
    rw [← e]
    exact hc.tendsto.comp tendsto_inv_atTop_zero
  refine h.congr' ?_
  filter_upwards [eventually_gt_atTop (0 : ℝ), eventually_gt_atTop d] with z hz hd
  have hz0 : z ≠ 0 := hz.ne'
  have hzd : z - d ≠ 0 := (sub_pos.2 hd).ne'
  have e2 : 1 - d * z⁻¹ = (z - d) / z := by field_simp
  rw [e2]
  field_simp
  ring

/-- Far from a plane at height `d`, the inverse-cube law has the inverse fourth-power
coefficient `3 d`. -/
theorem inverse_cube_fourth_order (d : ℝ) :
    Tendsto (fun z : ℝ => z ^ 4 * (1 / (z - d) ^ 3 - 1 / z ^ 3)) atTop (𝓝 (3 * d)) := by
  have h := ((tendsto_inv_atTop_zero (𝕜 := ℝ)).mul
    (inverse_cube_fifth_order d)).add_const (3 * d)
  rw [zero_mul, zero_add] at h
  refine h.congr' ?_
  filter_upwards [eventually_gt_atTop (0 : ℝ)] with z hz
  have hz0 : z ≠ 0 := hz.ne'
  generalize 1 / (z - d) ^ 3 = A
  field_simp
  ring

/-- The single-plane energy minus the layered energy, times `z⁴`, tends to three times the
difference between the first moment of the weights and the total weight times `z₀`, when the single
plane carries the total weight. -/
theorem fourth_order_limit (w d : ι → ℝ) (z₀ : ℝ) :
    Tendsto (fun z => z ^ 4 * (planeEnergy (∑ i, w i) z₀ z - layeredEnergy w d z))
      atTop (𝓝 (3 * (∑ i, w i * d i - (∑ i, w i) * z₀))) := by
  have h : Tendsto (fun z : ℝ => ∑ i, w i * (z ^ 4 * (1 / (z - d i) ^ 3 - 1 / z ^ 3)
      - z ^ 4 * (1 / (z - z₀) ^ 3 - 1 / z ^ 3))) atTop
      (𝓝 (∑ i, w i * (3 * d i - 3 * z₀))) :=
    tendsto_finsetSum _ fun i _ => ((inverse_cube_fourth_order (d i)).sub
      (inverse_cube_fourth_order z₀)).const_mul (w i)
  have e : ∑ i, w i * (3 * d i - 3 * z₀) = 3 * (∑ i, w i * d i - (∑ i, w i) * z₀) := by
    rw [Finset.sum_mul, ← Finset.sum_sub_distrib, Finset.mul_sum]
    exact Finset.sum_congr rfl fun i _ => by ring
  rw [e] at h
  refine h.congr fun z => ?_
  rw [energy_difference, Finset.mul_sum]
  exact Finset.sum_congr rfl fun i _ => by ring

/-- For nonzero total weight, the weighted displacements of the planes from the reference
plane sum to zero. -/
theorem first_moment_zero (w d : ι → ℝ) (hW : ∑ i, w i ≠ 0) :
    ∑ i, w i * (d i - referencePlane w d) = 0 := by
  have h : (∑ i, w i) * referencePlane w d = ∑ i, w i * d i := by
    unfold referencePlane
    field_simp
  simp only [mul_sub, Finset.sum_sub_distrib, ← Finset.sum_mul]
  rw [h, sub_self]

/-- For nonzero total weight, a single plane of that weight at `z₀` reproduces the layered energy
through inverse fourth-power order if and only if `z₀` is the reference plane. -/
theorem fourth_order_vanishes_iff (w d : ι → ℝ) (hW : ∑ i, w i ≠ 0) (z₀ : ℝ) :
    Tendsto (fun z => z ^ 4 * (planeEnergy (∑ i, w i) z₀ z - layeredEnergy w d z))
      atTop (𝓝 0) ↔ z₀ = referencePlane w d := by
  have hlim := fourth_order_limit w d z₀
  constructor
  · intro h
    have h0 := tendsto_nhds_unique h hlim
    rw [referencePlane, eq_div_iff hW]
    linarith
  · intro h
    rw [referencePlane, eq_div_iff hW] at h
    have h0 : 3 * (∑ i, w i * d i - (∑ i, w i) * z₀) = 0 := by linarith
    rwa [h0] at hlim

/-- For nonzero total weight, carried by a single plane at the reference plane, the single-plane
energy minus the layered energy, times `z⁵`, tends to six times the weighted sum of squared
displacements of the planes from the reference plane. -/
theorem fifth_order_limit (w d : ι → ℝ) (hW : ∑ i, w i ≠ 0) :
    Tendsto (fun z => z ^ 5 *
      (planeEnergy (∑ i, w i) (referencePlane w d) z - layeredEnergy w d z))
      atTop (𝓝 (6 * ∑ i, w i * (d i - referencePlane w d) ^ 2)) := by
  have hm := first_moment_zero w d hW
  generalize referencePlane w d = r at hm ⊢
  have h : Tendsto (fun z : ℝ => ∑ i, w i *
      (z ^ 5 * (1 / (z - d i) ^ 3 - 1 / z ^ 3 - 3 * d i / z ^ 4)
      - z ^ 5 * (1 / (z - r) ^ 3 - 1 / z ^ 3 - 3 * r / z ^ 4))) atTop
      (𝓝 (∑ i, w i * (6 * d i ^ 2 - 6 * r ^ 2))) :=
    tendsto_finsetSum _ fun i _ => ((inverse_cube_fifth_order (d i)).sub
      (inverse_cube_fifth_order r)).const_mul (w i)
  -- the first moment drops out of the limit and of the expansion
  have e : ∑ i, w i * (6 * d i ^ 2 - 6 * r ^ 2) = 6 * ∑ i, w i * (d i - r) ^ 2 := by
    calc _ = ∑ i, (6 * (w i * (d i - r) ^ 2) + 12 * r * (w i * (d i - r))) :=
          Finset.sum_congr rfl fun i _ => by ring
      _ = _ := by
          rw [Finset.sum_add_distrib, ← Finset.mul_sum, ← Finset.mul_sum, hm, mul_zero,
            add_zero]
  rw [e] at h
  refine h.congr fun z => ?_
  rw [energy_difference]
  calc _ = ∑ i, (z ^ 5 * (w i * (1 / (z - d i) ^ 3 - 1 / (z - r) ^ 3))
          - z ^ 5 * (3 / z ^ 4) * (w i * (d i - r))) :=
        Finset.sum_congr rfl fun i _ => by ring
    _ = _ := by
        rw [Finset.sum_sub_distrib, ← Finset.mul_sum, ← Finset.mul_sum, hm, mul_zero,
          sub_zero]

/-- At positive distances, the inverse cube lies strictly above its tangent line at `a`
away from the point of contact. -/
theorem inverse_cube_above_tangent {x a : ℝ} (hx : 0 < x) (ha : 0 < a) (hne : x ≠ a) :
    0 < 1 / x ^ 3 - 1 / a ^ 3 + 3 * (x - a) / a ^ 4 := by
  have h : x - a ≠ 0 := sub_ne_zero.2 hne
  have e : 1 / x ^ 3 - 1 / a ^ 3 + 3 * (x - a) / a ^ 4
      = (x - a) ^ 2 * (3 * x ^ 2 + 2 * a * x + a ^ 2) / (x ^ 3 * a ^ 4) := by
    field_simp
    ring
  rw [e]
  positivity

/-- For positive weights and at least two planes at different heights, the layered energy lies
strictly below that of a single plane of the total weight at the reference plane, at every height
above all planes. -/
theorem layered_lt_plane (w d : ι → ℝ) (hw : ∀ i, 0 < w i) {i j : ι} (hij : d i ≠ d j)
    {z : ℝ} (hz : ∀ k, d k < z) :
    layeredEnergy w d z < planeEnergy (∑ k, w k) (referencePlane w d) z := by
  have hW : 0 < ∑ k, w k := Finset.sum_pos (fun k _ => hw k) ⟨i, Finset.mem_univ i⟩
  have hr : referencePlane w d < z := by
    rw [referencePlane, div_lt_iff₀ hW, Finset.mul_sum]
    refine Finset.sum_lt_sum_of_nonempty ⟨i, Finset.mem_univ i⟩ fun k _ => ?_
    nlinarith [mul_pos (hw k) (sub_pos.2 (hz k))]
  have hm := first_moment_zero w d hW.ne'
  obtain ⟨k, hk⟩ : ∃ k, d k ≠ referencePlane w d := by
    by_cases h : d i = referencePlane w d
    · exact ⟨j, fun h' => hij (h.trans h'.symm)⟩
    · exact ⟨i, h⟩
  generalize referencePlane w d = r at hr hm hk ⊢
  -- adding the tangent terms changes nothing, since the first moment vanishes
  have key : planeEnergy (∑ k, w k) r z - layeredEnergy w d z
      = ∑ k, w k * (1 / (z - d k) ^ 3 - 1 / (z - r) ^ 3
        + 3 * ((z - d k) - (z - r)) / (z - r) ^ 4) := by
    rw [energy_difference, ← sub_eq_zero, ← Finset.sum_sub_distrib]
    calc _ = ∑ k, 3 / (z - r) ^ 4 * (w k * (d k - r)) :=
          Finset.sum_congr rfl fun k _ => by ring
      _ = 0 := by rw [← Finset.mul_sum, hm, mul_zero]
  have hpos : ∀ l, d l ≠ r → 0 < w l * (1 / (z - d l) ^ 3 - 1 / (z - r) ^ 3
      + 3 * ((z - d l) - (z - r)) / (z - r) ^ 4) := fun l hl =>
    mul_pos (hw l) (inverse_cube_above_tangent (sub_pos.2 (hz l)) (sub_pos.2 hr)
      fun h => hl (by linarith))
  rw [← sub_pos, key]
  refine Finset.sum_pos' (fun l _ => ?_) ⟨k, Finset.mem_univ k, hpos k hk⟩
  by_cases hl : d l = r
  · rw [hl]
    simp
  · exact (hpos l hl).le

end

end DispersionReferencePlane
```

```lean
#print axioms DispersionReferencePlane.inverse_cube_fourth_order
-- 'DispersionReferencePlane.inverse_cube_fourth_order' depends on axioms: [propext, Classical.choice, Quot.sound]
#print axioms DispersionReferencePlane.fourth_order_vanishes_iff
-- 'DispersionReferencePlane.fourth_order_vanishes_iff' depends on axioms: [propext, Classical.choice, Quot.sound]
#print axioms DispersionReferencePlane.fifth_order_limit
-- 'DispersionReferencePlane.fifth_order_limit' depends on axioms: [propext, Classical.choice, Quot.sound]
#print axioms DispersionReferencePlane.layered_lt_plane
-- 'DispersionReferencePlane.layered_lt_plane' depends on axioms: [propext, Classical.choice, Quot.sound]
```

## Energies, limits and the inequality in words

The planes are labelled by a finite type `ι`. Plane i has height dᵢ, written `d i`, and weight wᵢ, written `w i`; both are real numbers. The total weight is W = ∑ wᵢ. The two energies being compared are

layered: −∑ wᵢ/(z − dᵢ)³

single plane at z₀: −W/(z − z₀)³

They are `layeredEnergy w d z` and `planeEnergy (∑ i, w i) z₀ z`. The difference is always taken as single plane minus layered, so it is positive when the layered energy is deeper. The weighted mean height r = (∑ wᵢdᵢ)/W is `referencePlane w d`.

There are four main statements, in which `atTop` means that z grows without bound.

- `fourth_order_limit`: z⁴ times the difference tends to 3(∑ wᵢdᵢ − W z₀), for any real weights.
- `fourth_order_vanishes_iff`: if W ≠ 0, that scaled difference tends to zero exactly when z₀ = r.
- `fifth_order_limit`: if W ≠ 0 and z₀ = r, then z⁵ times the difference tends to 6 ∑ wᵢ(dᵢ − r)².
- `layered_lt_plane`: if all weights are positive and at least two planes have different heights, the layered energy lies strictly below the energy of the single plane at r, at every z above all the planes.

The power of z in the second statement matters. With z³ in place of z⁴, the scaled difference would tend to zero for every z₀, because both energies have the same leading term −W/z³. The condition would then say nothing about where the plane belongs.

If W = 0, the limit in the first statement is 3 ∑ wᵢdᵢ whatever z₀ is, so no height is singled out. This is why the equivalence assumes a nonzero total weight. With a single plane of nonzero weight, r is the height of that plane and the two energies coincide.

## What the planes stand for

Summing a pair attraction proportional to the inverse sixth power of the interatomic distance over a uniform half-space gives an inverse-cube law in the distance from its boundary. The same sum over one thin atomic sheet gives an inverse fourth power. A plane in this model is therefore the effective boundary of an extended contribution, not a single layer of atoms. The inverse-cube law and its coefficients wᵢ are assumed.

In the Zaremba–Kohn theory of physisorption, the position of the reference plane comes from the electronic response of the surface and the polarisability of the atom, combined over imaginary frequencies. Here the heights and weights are given numbers, and what is established is the averaging rule that turns them into one plane. For simulations that describe the long-range attraction by one coefficient and one plane position, the rule fixes that position within this additive model of finitely many fixed planes.

The energy is also non-retarded. At large separations retardation changes the real interaction, so the limit z → ∞ extracts coefficients of the model energy and does not describe an atom at arbitrarily large distance. Nor is the 1/z⁵ coefficient the complete physical one, since the quadrupole polarisability of the atom contributes at the same order.

## Expanding one inverse cube

Put u = 1/z and t = du, for a plane at height d. Then 1/(z − d)³ = u³/(1 − t)³, and removing the first two terms of the expansion leaves

z⁵ [1/(z − d)³ − 1/z³ − 3d/z⁴] = u⁻² [1 − (1 + 3t)(1 − t)³]/(1 − t)³.

Multiplying out the product gives

1 − (1 + 3t)(1 − t)³ = 6t² − 8t³ + 3t⁴.

Since t² = d²u², the factor u⁻² cancels, and the expression equals

d²(6 − 8t + 3t²)/(1 − t)³.

This is continuous at u = 0, where its value is 6d². That is `inverse_cube_fifth_order`. Its proof composes the continuity in u with the limit 1/z → 0, then uses `field_simp` and `ring` to check that the two forms agree once z exceeds both 0 and d.

The lower order follows from

z⁴ [1/(z − d)³ − 1/z³] = 3d + (1/z) · z⁵ [1/(z − d)³ − 1/z³ − 3d/z⁴].

The last term is 1/z times a quantity with a finite limit, so it vanishes and 3d remains. This is `inverse_cube_fourth_order`.

## Matching the fourth-power term

Because the single plane carries the total weight, the energy difference is one weighted sum, as `energy_difference` states:

∑ wᵢ [1/(z − dᵢ)³ − 1/(z − z₀)³].

Subtract 1/z³ from both inverse cubes in each bracket, which changes nothing, and multiply by z⁴. The bracket for plane i then tends to 3dᵢ − 3z₀. The sum is finite, so its limit is

∑ wᵢ(3dᵢ − 3z₀) = 3(∑ wᵢdᵢ − W z₀).

In Lean, `tendsto_finsetSum` adds up the limits.

For the equivalence, suppose that the scaled difference also tends to zero. A function has only one limit here (`tendsto_nhds_unique`), so W z₀ = ∑ wᵢdᵢ, and dividing by W gives z₀ = r. Conversely, z₀ = r makes the limit just computed equal to zero.

## The spread of the planes at the next order

Now let z₀ = r. By the definition of the mean,

∑ wᵢ(dᵢ − r) = ∑ wᵢdᵢ − W r = 0,

which is `first_moment_zero`. Removing the terms 3dᵢ/z⁴ and 3r/z⁴ from the brackets therefore leaves the total unchanged, because together they amount to (3/z⁴) ∑ wᵢ(dᵢ − r) = 0. After multiplication by z⁵, the expansion of one inverse cube gives the limit

∑ wᵢ(6dᵢ² − 6r²).

Using dᵢ² − r² = (dᵢ − r)² + 2r(dᵢ − r), and the vanishing first moment once more, this becomes

6 ∑ wᵢ(dᵢ − r)².

The two `calc` blocks in `fifth_order_limit` carry out these two cancellations, one in the limit and one in the function. For the opening pair of planes the result is 12a². With positive weights the coefficient is zero only if all the planes coincide; with weights of mixed sign it can be negative or zero.

## Why the layered energy is deeper at every height above the planes

For positive weights the comparison does not need large z. Let xᵢ = z − dᵢ and b = z − r be the distances from the atom to plane i and to the reference plane. All xᵢ are positive, and b is positive too, because a weighted mean of heights below z is itself below z.

The inverse cube lies above its tangent line at b. For any positive x,

1/x³ − 1/b³ + 3(x − b)/b⁴ = (x − b)²(3x² + 2bx + b²)/(x³b⁴),

and the right-hand side is positive unless x = b. This is `inverse_cube_above_tangent`, with b called `a` in the code; `positivity` reads the sign off the factored form.

Multiply by wᵢ and sum with x = xᵢ. The tangent terms add up to (3/b⁴) ∑ wᵢ(xᵢ − b) = −(3/b⁴) ∑ wᵢ(dᵢ − r) = 0, so the sum is exactly the energy difference. This identity is `key` in the proof of `layered_lt_plane`. Every term is nonnegative. Two planes at different heights cannot both lie at r, so at least one term is strictly positive, and so is the difference.

For the two planes at a and −a, with a > 0 and the atom at z = 2a, the layered energy is −28/(27a³), while the single plane at height 0 gives −1/(4a³). The mean height is the right position for the far field, yet at this height the single plane underestimates the depth of the model energy by about a factor of four.
